# The acoustic sum rule makes Born tensors traceless when all atoms are symmetry-equivalent

If the symmetry operations of a crystal connect all atoms in the cell, and the Born effective charge tensors follow the atoms and add up to zero, then every Born tensor has zero trace. If, in addition, each atom can be reached from one fixed atom by an operation whose linear part is $1$ or $-1$, all the tensors vanish. They also vanish if one of them is isotropic.

For a periodic insulator whose cell contains a single set of equivalent atoms, this limits the infrared response that density functional perturbation theory can find. Where all tensors vanish, the dipole term that splits longitudinal from transverse optical modes is absent.

## The derivation by hand

Let $i$ and $j$ label the $N\ge 1$ atoms in the cell, let $g$ be a symmetry operation, and let $gi$ be the atom to which $g$ carries atom $i$. The linear part of $g$ is the $3\times3$ matrix $R_g$, and $Z_i$ is the Born tensor of atom $i$: the cell volume times the derivative of the polarisation with respect to a displacement of that atom and its periodic images, at zero macroscopic electric field. The assumptions are

$$R_g^T R_g = 1,\qquad Z_{gi} = R_g Z_i R_g^T,\qquad \sum_i Z_i = 0 .$$

The trace is cyclic, so

$$\operatorname{tr} Z_{gi} = \operatorname{tr}(R_g Z_i R_g^T) = \operatorname{tr}(R_g^T R_g Z_i) = \operatorname{tr} Z_i. \tag{1}$$

If every atom $j$ is $gi$ for some $g$, all traces equal $\operatorname{tr} Z_i$, and the trace of the sum rule gives

$$0=\sum_j \operatorname{tr} Z_j = N \operatorname{tr} Z_i, \qquad\text{hence}\qquad \operatorname{tr} Z_i = 0. \tag{2}$$

If each atom $j$ is reached from a fixed atom $i_0$ with $R_g=\pm1$, then $Z_j = (\pm1)Z_{i_0}(\pm1) = Z_{i_0}$. The two signs cancel, all tensors are equal, and

$$0=\sum_j Z_j = N Z_{i_0}, \qquad\text{hence}\qquad Z_j = Z_{i_0} = 0. \tag{3}$$

Finally, if $Z_i = c\,1$ for one atom, (2) gives $3c=0$, so $Z_i=0$, and every other tensor is $R_g\,0\,R_g^T=0$.

In Lean a tensor is a real $3\times 3$ matrix, with no assumption that it is symmetric.

```lean
import Mathlib

open Matrix

namespace BornChargeSymmetry

noncomputable section

/-- A Cartesian tensor of rank two, as a real 3 by 3 matrix. -/
abbrev Tensor := Matrix (Fin 3) (Fin 3) ℝ
```

## Orthogonal linear parts

The operations form a group `G` acting on the type `ι` of atoms, and `g • i` is the atom $gi$. Atoms that differ by a period of the chosen cell count as the same atom. The map `R` is a monoid homomorphism, so the linear part of a product is the product of the linear parts. `G` may be infinite, like the full space group when the cell is primitive; only the number of atoms has to be finite. For a larger cell, `G` may contain only operations that map the lattice of its periods to itself.

```lean
variable {G ι : Type*} [Group G] [MulAction G ι]

/-- The linear part of every symmetry operation is an orthogonal matrix. -/
def IsOrthogonal (R : G →* Tensor) : Prop := ∀ g, (R g)ᵀ * R g = 1
```

Orthogonality holds when the operations preserve lengths and angles and their matrices refer to Cartesian axes. The derivation uses it in the last equality of (1), and the proof uses it as `hR g` in `born_trace_invariant`.

Without it, the other assumptions allow a non-zero trace. Take two atoms exchanged by an operation with linear part $S$, where

$$S=\begin{pmatrix}1&-2&0\\0&-1&0\\0&0&1\end{pmatrix},\qquad Z=\begin{pmatrix}2&1&0\\1&0&0\\0&0&0\end{pmatrix}.$$

Then $S^2=1$ and $SZS^T=-Z$, so the tensors $Z$ and $-Z$ are covariant and add up to zero, yet their traces are $2$ and $-2$. Matrices like $S$ arise when operations are written in components along oblique lattice vectors. For a tensor whose components transform as $SZS^T$, the sum of diagonal entries is then in general not the physical trace.

## Tensors that follow the atoms

```lean
/-- The Born tensors follow the atoms: the tensor of the image atom is the rotated tensor. -/
def Covariant (R : G →* Tensor) (Z : ι → Tensor) : Prop :=
  ∀ g i, Z (g • i) = R g * Z i * (R g)ᵀ
```

Covariance expresses that rotating the crystal rotates both the displacement and the polarisation it induces. Both are polar vectors, which is why $R_g$ appears on each side. The relation is assumed here; it is not derived from an electronic-structure calculation.

By hand it supplies the first equality of (1) and the equality of tensors before (3). In the proofs it enters as a rewrite with `hZ`, which `born_trace_zero` uses through `born_trace_invariant`.

Without it, equivalent atoms could carry unrelated tensors. For two atoms exchanged by an operation with $R_g=1$, the choice $q\,1$ and $-q\,1$ with $q\neq0$ obeys the sum rule and has traces $\pm3q$.

## No polarisation from a rigid shift

```lean
/-- The acoustic sum rule: the Born tensors of all atoms in the cell add up to zero. -/
def AcousticSumRule [Fintype ι] (Z : ι → Tensor) : Prop := ∑ i, Z i = 0
```

Displacing all atoms together moves a neutral crystal as a whole and induces no polarisation, so the tensors add up to zero. This too is a hypothesis of the theorems. The derivation uses its trace in (2) and the full matrix equation in (3); both proofs record what they need as `hs`.

Without the sum rule, symmetry makes the traces equal but leaves their value open. The tensors $Z_i=c\,1$ are covariant under all orthogonal operations, for any $c$.

## A single set of equivalent atoms

Equation (1) concerns one operation and one atom, and needs no transitivity.

```lean
/-- For covariant Born tensors and orthogonal operations, symmetry-related atoms have Born
tensors of equal trace. -/
theorem born_trace_invariant {R : G →* Tensor} {Z : ι → Tensor}
    (hR : IsOrthogonal R) (hZ : Covariant R Z) (g : G) (i : ι) :
    (Z (g • i)).trace = (Z i).trace := by
  rw [hZ g i, Matrix.trace_mul_comm, ← Matrix.mul_assoc, hR g, Matrix.one_mul]
```

The proof is (1) line by line: `hZ g i` inserts the rotated tensor, `Matrix.trace_mul_comm` moves the transpose to the front, and `hR g` removes the product of the two rotations.

Transitivity, which Lean calls `MulAction.IsPretransitive G ι`, says that any atom can be carried to any other. Physically the cell holds one species on one set of equivalent sites. The derivation uses this to turn (1) into the statement that all traces are equal.

```lean
/-- If orthogonal operations act transitively on the atoms, and the Born tensors are covariant
and obey the acoustic sum rule, then every Born tensor has zero trace. -/
theorem born_trace_zero [Fintype ι] [MulAction.IsPretransitive G ι]
    {R : G →* Tensor} {Z : ι → Tensor} (hR : IsOrthogonal R) (hZ : Covariant R Z)
    (hsum : AcousticSumRule Z) (i : ι) : (Z i).trace = 0 := by
  have hc : ∀ j, (Z j).trace = (Z i).trace := by
    intro j
    obtain ⟨g, rfl⟩ := MulAction.exists_smul_eq G i j
    exact born_trace_invariant hR hZ g i
  -- the trace of the sum rule is the number of atoms times the common trace
  have hs : ∑ j, (Z j).trace = 0 := by
    rw [← Matrix.trace_sum, show ∑ j, Z j = 0 from hsum, Matrix.trace_zero]
  rw [Finset.sum_congr rfl (fun j _ => hc j), Finset.sum_const, Finset.card_univ,
    nsmul_eq_mul] at hs
  have : Nonempty ι := ⟨i⟩
  exact (mul_eq_zero.mp hs).resolve_left (Nat.cast_ne_zero.mpr Fintype.card_ne_zero)
```

The intermediate fact `hc` is that common trace. `Matrix.trace_sum` exchanges trace and sum, `Finset.sum_const` produces the factor $N$, and the last line divides by it. That is allowed because the atom `i` itself shows that $N\neq0$.

Transitivity enters through a device that deserves a closer look:

`obtain ⟨g, rfl⟩ := MulAction.exists_smul_eq G i j`

The Mathlib lemma provides an operation `g` together with a proof of `g • i = j`. Instead of naming this equation, the pattern `rfl` uses it up: since `j` is a free variable, Lean replaces it by `g • i` everywhere. The goal about an arbitrary atom `j` becomes `(Z (g • i)).trace = (Z i).trace`, which is exactly `born_trace_invariant`. This is the formal version of saying "write $j=gi$". The next two proofs use the same pattern.

Without transitivity, traces agree only within each set of equivalent atoms. Two inequivalent atoms with tensors $q\,1$ and $-q\,1$, as in a cubic binary salt, satisfy everything else and have non-zero traces.

## Atoms linked by a translation or an inversion

The hypothesis `hreach` concerns one fixed atom `i₀`: every atom `j` is `g • i₀` for some `g` with `R g = 1` or `R g = -1`. The first case is a pure translation, for instance between equivalent atoms of a cell larger than the primitive one. The second is an inversion through some centre. Transitivity follows from `hreach`, and orthogonality is not needed, since the only matrices used are $\pm1$.

```lean
/-- If every atom is reached from one fixed atom by an operation with linear part 1 or -1, and
the Born tensors are covariant and obey the acoustic sum rule, then all Born tensors vanish. -/
theorem born_vanish_of_inversion [Fintype ι] {R : G →* Tensor} {Z : ι → Tensor}
    (hZ : Covariant R Z) (hsum : AcousticSumRule Z) (i₀ : ι)
    (hreach : ∀ j, ∃ g : G, g • i₀ = j ∧ (R g = 1 ∨ R g = -1)) (j : ι) : Z j = 0 := by
  -- a rank-two tensor does not notice an inversion
  have hc : ∀ k, Z k = Z i₀ := by
    intro k
    obtain ⟨g, rfl, h | h⟩ := hreach k <;> rw [hZ g i₀, h] <;> simp
  have hs : ∑ k, Z k = 0 := hsum
  rw [Finset.sum_congr rfl (fun k _ => hc k), Finset.sum_const, Finset.card_univ,
    ← Nat.cast_smul_eq_nsmul ℝ] at hs
  have : Nonempty ι := ⟨i₀⟩
  rw [hc j]
  exact (smul_eq_zero.mp hs).resolve_left (Nat.cast_ne_zero.mpr Fintype.card_ne_zero)
```

The pattern `h | h` splits the proof of `hc` into the two linear parts, and `simp` cancels the signs. The rest is (3), with the matrix sum written as a real multiple of `Z i₀` so that the factor $N$ can be removed.

If `hreach` is weakened to transitivity under orthogonal operations, the tensors need not vanish, as the three-atom example below shows.

## One isotropic tensor

A site of cubic symmetry, such as a tetrahedral one, forces the tensor of its atom to be a multiple of the identity. The theorem takes this form as the hypothesis `hi`, for one atom `i`, and does not derive it from the site symmetry.

```lean
/-- If orthogonal operations act transitively on the atoms, the Born tensors are covariant and
obey the acoustic sum rule, and one of them is isotropic, then all Born tensors vanish. -/
theorem born_vanish_of_isotropic [Fintype ι] [MulAction.IsPretransitive G ι]
    {R : G →* Tensor} {Z : ι → Tensor} (hR : IsOrthogonal R) (hZ : Covariant R Z)
    (hsum : AcousticSumRule Z) (i : ι) (c : ℝ) (hi : Z i = c • (1 : Tensor)) (j : ι) :
    Z j = 0 := by
  have ht := born_trace_zero hR hZ hsum i
  rw [hi, Matrix.trace_smul, Matrix.trace_one, Fintype.card_fin, smul_eq_mul] at ht
  have hc : c = 0 := (mul_eq_zero.mp ht).resolve_right (by norm_num)
  obtain ⟨g, rfl⟩ := MulAction.exists_smul_eq G i j
  rw [hZ g i, hi, hc]
  simp
```

The trace of `hi` is $3c$, which `born_trace_zero` sets to zero. Covariance then carries the zero tensor to every atom. Without `hi`, the same three-atom example shows that traceless non-zero tensors remain possible.

## Three equivalent atoms with non-zero tensors

Label three atoms and the three Cartesian axes by $0,1,2$, and let every permutation $g$ act on both. Its matrix sends the unit vector $e_i$ to $e_{gi}$, so the entry in row $a$ and column $b$ is $1$ when $g^{-1}a=b$ and $0$ otherwise.

```lean
/-- The permutations of the three Cartesian axes, as matrices. -/
def axisRep : Equiv.Perm (Fin 3) →* Tensor where
  toFun g := Matrix.of fun a b => if g⁻¹ a = b then 1 else 0
  map_one' := by
    ext a b
    simp [Matrix.one_apply]
  map_mul' g h := by
    ext a b
    simp only [Matrix.mul_apply, Matrix.of_apply, ite_mul, one_mul, zero_mul,
      Finset.sum_ite_eq, Finset.mem_univ, if_true, _root_.mul_inv_rev, Equiv.Perm.mul_apply]

/-- The diagonal tensor with entry 2 along axis `i` and -1 along the other two axes. -/
def axialBorn (i : Fin 3) : Tensor := Matrix.diagonal fun a => if a = i then 2 else -1
```

The tensors are $Z_i=3e_ie_i^T-1$, so $Z_0=\mathrm{diag}(2,-1,-1)$. Covariance follows from

$$R_g Z_i R_g^T = 3e_{gi}e_{gi}^T-1 = Z_{gi},$$

and the sum rule from $\sum_i Z_i = 3\cdot1-3\cdot1=0$.

```lean
/-- Three atoms permuted together with the Cartesian axes, with the axial tensors as Born
tensors, meet transitivity, orthogonality, covariance and the sum rule, and no tensor is zero. -/
theorem axial_witness :
    MulAction.IsPretransitive (Equiv.Perm (Fin 3)) (Fin 3) ∧ IsOrthogonal axisRep ∧
      Covariant axisRep axialBorn ∧ AcousticSumRule axialBorn ∧ ∀ i, axialBorn i ≠ 0 := by
  have hap : ∀ (g : Equiv.Perm (Fin 3)) (a b : Fin 3),
      axisRep g a b = if g⁻¹ a = b then 1 else 0 := fun _ _ _ => rfl
  have e2 : ∀ (g : Equiv.Perm (Fin 3)) (a b : Fin 3), g⁻¹ b = g⁻¹ a ↔ a = b := by
    intro g a b
    rw [(g⁻¹).injective.eq_iff, eq_comm]
  refine ⟨⟨fun i j => ⟨Equiv.swap i j, by simp [Equiv.Perm.smul_def]⟩⟩, ?_, ?_, ?_, ?_⟩
  · intro g
    rw [mul_eq_one_comm]
    ext a b
    simp only [Matrix.mul_apply, Matrix.transpose_apply, hap, ite_mul, one_mul, zero_mul,
      Finset.sum_ite_eq, Finset.mem_univ, if_true, e2, Matrix.one_apply]
  · intro g i
    have e1 : ∀ a, g⁻¹ a = i ↔ a = g i := fun a =>
      ⟨fun h => by rw [← h]; simp, fun h => by rw [h]; simp⟩
    ext a b
    rw [Matrix.mul_apply]
    simp only [axialBorn, Matrix.mul_diagonal, Matrix.transpose_apply, hap, ite_mul, one_mul,
      zero_mul, Finset.sum_ite_eq, Finset.mem_univ, if_true, e1, e2, Matrix.diagonal_apply,
      Equiv.Perm.smul_def]
    split_ifs <;> norm_num
  · rw [AcousticSumRule]
    ext a b
    -- each tensor is three times an axis projector minus the identity
    have h : ∀ i, axialBorn i a b = if a = b then (if a = i then 3 else 0) - 1 else 0 := by
      intro i
      simp only [axialBorn, Matrix.diagonal_apply]
      split_ifs <;> norm_num
    rw [Matrix.sum_apply, Finset.sum_congr rfl (fun i _ => h i)]
    by_cases hab : a = b
    · simp only [if_pos hab, Finset.sum_sub_distrib, Finset.sum_ite_eq, Finset.mem_univ,
        if_true, Finset.sum_const, Finset.card_univ, Fintype.card_fin, Matrix.zero_apply]
      norm_num
    · simp [hab]
  · intro i h
    have h' := congrFun (congrFun h i) i
    simp [axialBorn] at h'
```

The theorem collects all the hypotheses of `born_trace_zero` and adds that no tensor is zero. Transitivity comes from the swap of two atoms. Orthogonality and covariance are compared entry by entry, with `e1` and `e2` translating conditions on $g^{-1}$ into conditions on the atoms and axes. For the sum rule, `h` writes each entry in the form $3e_ie_i^T-1$, and the last part reads off the diagonal entry $2$. The example shows what symmetry and the sum rule permit; it does not describe a particular material.

## Two atoms exchanged by inversion

For two atoms labelled $0$ and $1$, let the identity have linear part $1$ and the exchange linear part $-1$. The sign of the permutation encodes this.

```lean
/-- The linear parts assigned to the permutations of two atoms: the sign of the permutation times
the identity matrix, so that the exchange has linear part -1. -/
def inversionRep : Equiv.Perm (Fin 2) →* Tensor where
  toFun g := (((Equiv.Perm.sign g : ℤˣ) : ℤ) : ℝ) • (1 : Tensor)
  map_one' := by simp
  map_mul' g h := by simp [smul_smul, mul_comm]

/-- For two atoms exchanged by inversion, each is reached from the first with linear part 1 or
-1, any common tensor `A` is covariant, and the acoustic sum rule holds exactly when `A = 0`. -/
theorem inversion_witness (A : Tensor) :
    (∀ j : Fin 2, ∃ g : Equiv.Perm (Fin 2),
      g • (0 : Fin 2) = j ∧ (inversionRep g = 1 ∨ inversionRep g = -1)) ∧
    Covariant inversionRep (fun _ : Fin 2 => A) ∧
    (AcousticSumRule (fun _ : Fin 2 => A) ↔ A = 0) := by
  have key : ∀ g, inversionRep g = 1 ∨ inversionRep g = -1 := by
    intro g
    rcases Int.units_eq_one_or (Equiv.Perm.sign g) with h | h
    · left
      simp [inversionRep, h]
    · right
      simp [inversionRep, h]
  refine ⟨fun j => ⟨Equiv.swap 0 j, by simp [Equiv.Perm.smul_def], key _⟩, ?_, ?_⟩
  · intro g i
    rcases key g with h | h <;> simp [h]
  · rw [AcousticSumRule, Fin.sum_univ_two, ← two_smul ℝ A, smul_eq_zero]
    norm_num

end

end BornChargeSymmetry
```

Here symmetry alone says only that the two tensors are equal: any common tensor $A$ is covariant. The sum rule reads $2A=0$ and selects $A=0$. In the proof, `key` lists the two possible linear parts, and `two_smul` turns $A+A$ into $2A$.

```lean
#print axioms BornChargeSymmetry.born_trace_zero
#print axioms BornChargeSymmetry.born_vanish_of_inversion
#print axioms BornChargeSymmetry.born_vanish_of_isotropic
```

```
'BornChargeSymmetry.born_trace_zero' depends on axioms: [propext, Classical.choice, Quot.sound]
'BornChargeSymmetry.born_vanish_of_inversion' depends on axioms: [propext, Classical.choice, Quot.sound]
'BornChargeSymmetry.born_vanish_of_isotropic' depends on axioms: [propext, Classical.choice, Quot.sound]
```

## Silicon and the sum-rule correction

Silicon has two atoms in its primitive cell, exchanged by inversion about the midpoint of a bond, and each sits on a tetrahedral site. Both routes to vanishing tensors therefore apply. A calculation with a finite k-point mesh can nevertheless return $\tilde Z_0=\tilde Z_1=z\,1$ with a small non-zero $z$, because the discretised response obeys the sum rule only approximately.

A common correction subtracts the mean tensor from each atom:

$$Z_i=\tilde Z_i-\frac1N\sum_j\tilde Z_j .$$

For silicon the mean is $z\,1$, and both corrected tensors are zero. For any cell with a single set of equivalent atoms, covariant raw tensors share one trace $t$. The mean then also has trace $t$, and the corrected tensors are traceless. This paragraph and the small counter-examples given with the individual hypotheses are ordinary matrix algebra for the reader to verify, separate from the Lean file.
